# NMR shielding without nuclear-moment responses in a linear amplitude model

If a calculation of NMR shielding varies the magnetic field but keeps the wave-function parameters frozen, it generally gives the wrong number. The shielding is the mixed second derivative of the electronic energy in the field and a nuclear magnetic moment, taken where both are zero, and the parameters readjust as the field changes. Following their readjustment to every nuclear moment as well would take a further set of linear equations for each nucleus. In the linear model below those equations are not needed: the parameters, one set of multipliers and the responses of both to the field are enough.

## An energy obtained from a linear system

Let $B$ be one component of the field and $m$ one component of a nuclear moment. The amplitudes form a real vector indexed by a finite type `n`.

```lean
import Mathlib

open Matrix Filter Topology

namespace ShieldingResponse

variable {n : Type*} [Fintype n] [DecidableEq n]
```

At $m=0$ the amplitudes $x$ solve $Ax=b$. The moment adds $mV$ to the matrix, and the energy is read off with a vector $c$:

$$E(B,m)=c\cdot(A+mV)^{-1}b .$$

All of $A,V,b,c$ may depend on $B$. Here $A$ is not the vector potential and $V$ is not a potential energy. In Lean, `*ᵥ` applies a matrix to a vector and `⬝ᵥ` is the real dot product.

```lean
/-- The energy `E(B,m) = c · (A + m V)⁻¹ b` in a field `B` and a nuclear moment `m`; where `A + m V`
is singular, Lean's inverse is the zero matrix and the value is 0. -/
noncomputable def energy (A V : ℝ → Matrix n n ℝ) (b c : ℝ → n → ℝ) (B m : ℝ) : ℝ :=
  c B ⬝ᵥ (A B + m • V B)⁻¹ *ᵥ b B
```

Coupled-cluster theory also has amplitudes and multipliers, usually written $t$ and $\lambda$ where this text has $x$ and $z$, but its amplitude equations are nonlinear. The step from this linear model to those equations is not supplied by the hypotheses: there the matrix $A$ depends on the amplitudes, and the multiplier response gains a term in $x'$. The nuclear moment also enters the terms that correspond to $b$ and $c$, which in this model do not depend on it.

A prime denotes a derivative at the point considered. In Lean, `A'` is a separate matrix, tied to `A` by the following condition on entries.

```lean
/-- The matrix `M'` is the derivative of the matrix function `M` at `t`, entry by entry. -/
def HasEntryDeriv (M : ℝ → Matrix n n ℝ) (M' : Matrix n n ℝ) (t : ℝ) : Prop :=
  ∀ i j, HasDerivAt (fun s => M s i j) (M' i j) t
```

## Solving, transposing and differentiating products

If $\det A\neq0$, multiplying by $A^{-1}$ or by $A$ shows that $Ax=y$ and $x=A^{-1}y$ are equivalent.

```lean
/-- For an invertible matrix, `A x = y` has exactly the solution `x = A⁻¹ y`. -/
theorem solve_iff {A : Matrix n n ℝ} (hA : A.det ≠ 0) {x y : n → ℝ} :
    A *ᵥ x = y ↔ x = A⁻¹ *ᵥ y := by
  have hu : IsUnit A.det := isUnit_iff_ne_zero.2 hA
  constructor
  · intro h
    rw [← h, mulVec_mulVec, nonsing_inv_mul _ hu, one_mulVec]
  · intro h
    rw [h, mulVec_mulVec, mul_nonsing_inv _ hu, one_mulVec]
```

A matrix can be moved across a dot product: $(A^{T}z)\cdot y=\sum_{ij}A_{ij}z_i y_j=z\cdot Ay$.

```lean
omit [DecidableEq n] in
/-- A matrix moves from one side of a dot product to the other as its transpose. -/
theorem transpose_dot (A : Matrix n n ℝ) (z y : n → ℝ) :
    (Aᵀ *ᵥ z) ⬝ᵥ y = z ⬝ᵥ A *ᵥ y := by
  rw [mulVec_transpose, dotProduct_mulVec]
```

Differentiating $\sum_i u_iv_i$ term by term gives $(u\cdot v)'=u'\cdot v+u\cdot v'$.

```lean
omit [DecidableEq n] in
/-- Product rule for the dot product of two differentiable vectors. -/
theorem hasDerivAt_dot {u v : ℝ → n → ℝ} {u' v' : n → ℝ} {t : ℝ}
    (hu : HasDerivAt u u' t) (hv : HasDerivAt v v' t) :
    HasDerivAt (fun s => u s ⬝ᵥ v s) (u' ⬝ᵥ v t + u t ⬝ᵥ v') t := by
  simp only [dotProduct, ← Finset.sum_add_distrib]
  exact HasDerivAt.fun_sum fun i _ => (hasDerivAt_pi.1 hu i).mul (hasDerivAt_pi.1 hv i)
```

Each component of $Mv$ is the dot product of a row of $M$ with $v$, so $(Mv)'=M'v+Mv'$.

```lean
omit [DecidableEq n] in
/-- Product rule for a differentiable matrix acting on a differentiable vector. -/
theorem hasDerivAt_mulVec {M : ℝ → Matrix n n ℝ} {M' : Matrix n n ℝ} {v : ℝ → n → ℝ}
    {v' : n → ℝ} {t : ℝ} (hM : HasEntryDeriv M M' t) (hv : HasDerivAt v v' t) :
    HasDerivAt (fun s => M s *ᵥ v s) (M' *ᵥ v t + M t *ᵥ v') t := by
  refine hasDerivAt_pi.2 fun i => ?_
  have hrow : HasDerivAt (fun s j => M s i j) (fun j => M' i j) t := hasDerivAt_pi.2 (hM i)
  exact hasDerivAt_dot hrow hv
```

## The response equation

The determinant is a signed sum, over permutations, of products of entries, so it is differentiable when the entries are. The proof builds each product one factor at a time by induction.

```lean
/-- The determinant of a matrix with differentiable entries is differentiable. -/
theorem differentiableAt_det {M : ℝ → Matrix n n ℝ} {t : ℝ}
    (h : ∀ i j, DifferentiableAt ℝ (fun s => M s i j) t) :
    DifferentiableAt ℝ (fun s => (M s).det) t := by
  have hp : ∀ (σ : Equiv.Perm n) (S : Finset n),
      DifferentiableAt ℝ (fun s => ∏ i ∈ S, M s (σ i) i) t := by
    intro σ S
    induction S using Finset.induction_on with
    | empty => simp
    | insert a S ha ih =>
      simp only [Finset.prod_insert ha]
      exact (h _ _).mul ih
  simp only [det_apply']
  exact DifferentiableAt.fun_sum fun σ _ => (hp σ Finset.univ).const_mul _
```

Let $t$ now denote the value of a real parameter, which will be either $B$ or $m$. Since $\det A(t)\neq0$ and the determinant is continuous at $t$, $A$ remains invertible nearby. The entries of $A^{-1}=\operatorname{adj}(A)/\det A$ are differentiable at $t$, because each entry of the adjugate is the determinant of $A$ with one row replaced by a constant unit vector. Hence $A^{-1}b$ has some derivative $u'$. Differentiating $A(A^{-1}b)=b$ gives

$$A'x+Au'=b',\qquad\text{so}\qquad Au'=b'-A'x .$$

This system has only one solution, so $u'$ equals the vector $x'$ defined by $Ax'=b'-A'x$. In the code, `key` equates the two derivatives of the same function, and `solve_iff` identifies `u'` with `x'`.

```lean
/-- Linear response: if `A` and `b` have derivatives `A'` and `b'` at `t`, and `A` is invertible
with `A x = b` there, the solution of the linear system has the derivative `x'` determined by
`A x' = b' - A' x`. -/
theorem hasDerivAt_response {A : ℝ → Matrix n n ℝ} {A' : Matrix n n ℝ} {b : ℝ → n → ℝ}
    {b' x x' : n → ℝ} {t : ℝ} (hA : HasEntryDeriv A A' t) (hb : HasDerivAt b b' t)
    (hdet : (A t).det ≠ 0) (hx : A t *ᵥ x = b t) (hx' : A t *ᵥ x' = b' - A' *ᵥ x) :
    HasDerivAt (fun s => (A s)⁻¹ *ᵥ b s) x' t := by
  have hAd := fun i j => (hA i j).differentiableAt
  -- the entries of the inverse are differentiable, by the adjugate formula
  have hinv : ∀ i j, DifferentiableAt ℝ (fun s => (A s)⁻¹ i j) t := by
    intro i j
    simp only [inv_def, Ring.inverse_eq_inv', Matrix.smul_apply, smul_eq_mul, adjugate_apply]
    refine ((differentiableAt_det hAd).inv hdet).mul (differentiableAt_det fun k l => ?_)
    rcases eq_or_ne k j with rfl | hk
    · simp only [updateRow_self]
      exact differentiableAt_const _
    · simp only [updateRow_ne hk]
      exact hAd k l
  obtain ⟨u', hu⟩ : ∃ u', HasDerivAt (fun s => (A s)⁻¹ *ᵥ b s) u' t := by
    refine ⟨_, (differentiableAt_pi.2 fun i => ?_).hasDerivAt⟩
    simp only [mulVec, dotProduct]
    exact DifferentiableAt.fun_sum fun j _ =>
      (hinv i j).mul (hasDerivAt_pi.1 hb j).differentiableAt
  -- differentiate the identity `A (A⁻¹ b) = b`, valid near `t`
  have hev : (fun s => A s *ᵥ ((A s)⁻¹ *ᵥ b s)) =ᶠ[𝓝 t] b := by
    filter_upwards [(differentiableAt_det hAd).continuousAt.eventually_ne hdet] with s hs
    exact (solve_iff hs).2 rfl
  have key := (hasDerivAt_mulVec hA hu).unique (hb.congr_of_eventuallyEq hev)
  have hxt : (A t)⁻¹ *ᵥ b t = x := ((solve_iff hdet).1 hx).symm
  simp only [hxt] at key
  have hu' : A t *ᵥ u' = b' - A' *ᵥ x := by
    rw [← key, add_sub_cancel_left]
  have e : u' = x' := ((solve_iff hdet).1 hu').trans ((solve_iff hdet).1 hx').symm
  rw [← e]
  exact hu
```

## Removing the response to the moment

Fix $B$ and vary $m$. The matrix $A+mV$ has derivative $V$ and $b$ is constant, so the amplitude response $y$ at $m=0$ satisfies $Ay=-Vx$. Define multipliers $z$ by $A^{T}z=c$. Then

$$\left.\frac{\partial E}{\partial m}\right|_{m=0}=c\cdot y=(A^{T}z)\cdot y=z\cdot Ay=-z\cdot Vx .$$

The vector $y$ has disappeared, and one $z$ serves every nuclear moment.

```lean
/-- First derivative in the nuclear moment: for invertible `A` with `A x = b` and `Aᵀ z = c`,
`∂E/∂m = -z · V x` at `m = 0`. -/
theorem hasDerivAt_moment {A V : ℝ → Matrix n n ℝ} {b c : ℝ → n → ℝ} {B : ℝ} {x z : n → ℝ}
    (hdet : (A B).det ≠ 0) (hx : A B *ᵥ x = b B) (hz : (A B)ᵀ *ᵥ z = c B) :
    HasDerivAt (fun m => energy A V b c B m) (-(z ⬝ᵥ V B *ᵥ x)) 0 := by
  have hM : HasEntryDeriv (fun m => A B + m • V B) (V B) 0 := fun i j =>
    (((hasDerivAt_id' (0 : ℝ)).mul_const (V B i j)).const_add (A B i j)).congr_deriv
      (one_mul _)
  obtain ⟨y, hy⟩ : ∃ y, A B *ᵥ y = -(V B *ᵥ x) := ⟨_, (solve_iff hdet).2 rfl⟩
  have hr : HasDerivAt (fun m : ℝ => (A B + m • V B)⁻¹ *ᵥ b B) y 0 :=
    hasDerivAt_response (x := x) hM (hasDerivAt_const (0 : ℝ) (b B))
      (by simpa using hdet) (by simpa using hx) (by simpa using hy)
  refine (hasDerivAt_dot (hasDerivAt_const (0 : ℝ) (c B)) hr).congr_deriv ?_
  -- the multipliers `z` remove the response `y` of the amplitudes
  rw [zero_dotProduct, zero_add, ← hz, transpose_dot, hy, dotProduct_neg]
```

## The shielding formula

The first-derivative formula holds at every field near $B_0$, since $A$ is invertible there. It can therefore be differentiated in $B$; the shielding itself is the case $B_0=0$. The response equation applies to $x$, and its transposed form applies to $z$:

$$Ax'=b'-A'x,\qquad A^{T}z'=c'-A'^{T}z .$$

The product rules then give

$$\frac{d}{dB}\left(-z\cdot Vx\right)=-z'\cdot Vx-z\cdot V'x-z\cdot Vx' .$$

The theorem assumes differentiability and invertibility only at $B_0$. Its conclusion concerns the function that takes $B$ to the actual derivative `deriv` of the energy in $m$ at zero, so the order is $m$ first, then $B$. The proof replaces that function near $B_0$ by $-z\cdot Vx$ and differentiates the product.

```lean
/-- Shielding as a mixed derivative: if `A`, `V`, `b`, `c` are differentiable at `B₀` and `A` is
invertible there, the field derivative at `B₀` of `∂E/∂m` at `m = 0` is `-z'·V x - z·V' x - z·V x'`,
where `x`, `z` solve `A x = b`, `Aᵀ z = c` and `x'`, `z'` solve the corresponding linear response
equations. -/
theorem hasDerivAt_shielding {A V : ℝ → Matrix n n ℝ} {A' V' : Matrix n n ℝ}
    {b c : ℝ → n → ℝ} {b' c' x z x' z' : n → ℝ} {B₀ : ℝ}
    (hA : HasEntryDeriv A A' B₀) (hV : HasEntryDeriv V V' B₀)
    (hb : HasDerivAt b b' B₀) (hc : HasDerivAt c c' B₀) (hdet : (A B₀).det ≠ 0)
    (hx : A B₀ *ᵥ x = b B₀) (hz : (A B₀)ᵀ *ᵥ z = c B₀)
    (hx' : A B₀ *ᵥ x' = b' - A' *ᵥ x) (hz' : (A B₀)ᵀ *ᵥ z' = c' - A'ᵀ *ᵥ z) :
    HasDerivAt (fun B => deriv (fun m => energy A V b c B m) 0)
      (-(z' ⬝ᵥ V B₀ *ᵥ x) - z ⬝ᵥ V' *ᵥ x - z ⬝ᵥ V B₀ *ᵥ x') B₀ := by
  have hAT : HasEntryDeriv (fun s => (A s)ᵀ) A'ᵀ B₀ := fun i j => hA j i
  have hdetT : ((A B₀)ᵀ).det ≠ 0 := by rwa [det_transpose]
  have hX := hasDerivAt_response hA hb hdet hx hx'
  have hZ := hasDerivAt_response hAT hc hdetT hz hz'
  have h := (hasDerivAt_dot hZ (hasDerivAt_mulVec hV hX)).fun_neg
  refine (h.congr_of_eventuallyEq ?_).congr_deriv ?_
  · -- `A` stays invertible near `B₀`, so the first-derivative formula holds there
    have hd := differentiableAt_det fun i j => (hA i j).differentiableAt
    filter_upwards [hd.continuousAt.eventually_ne hdet] with B hB
    have hBT : ((A B)ᵀ).det ≠ 0 := by rwa [det_transpose]
    exact (hasDerivAt_moment hB ((solve_iff hB).2 rfl) ((solve_iff hBT).2 rfl)).deriv
  · have e1 : (A B₀)⁻¹ *ᵥ b B₀ = x := ((solve_iff hdet).1 hx).symm
    have e2 : ((A B₀)ᵀ)⁻¹ *ᵥ c B₀ = z := ((solve_iff hdetT).1 hz).symm
    simp only [e1, e2, dotProduct_add]
    ring
```

With a single amplitude, everything is a number and $E=cb/(a+mv)$. Take $a\neq0$ and $v$ constant and $b=c=1+B$. At $B=0$ the vectors $x$, $z$, $x'$ and $z'$ all equal $1/a$, and the formula gives $-2v/a^2$, which is also the derivative there of $\partial E/\partial m=-(1+B)^2v/a^2$. Freezing $x$ and $z$ would leave only the $V'$ term, which is zero here. This is a check of the arithmetic and not a model of a molecule: its energy changes when $B$ and $m$ are both reversed, which time-reversal symmetry forbids for a molecule.

## One response vector in the symmetric case

Suppose $c=b$ and that $A$ and $V$ are symmetric. The energy is then the stationary value of $2b\cdot p-p\cdot(A+mV)p$ over trial vectors $p$, which is the variational situation. The multiplier equations coincide with the amplitude equations, so $z=x$ and $z'=x'$. Since $x\cdot Vx'=x'\cdot Vx$, the shielding becomes

$$-2\,x'\cdot Vx-x\cdot V'x .$$

Lean asks for symmetry of $A$ at every field and of $V$ at $B_0$. It obtains the symmetry of $A'$ from the uniqueness of derivatives.

```lean
/-- Variational case: for `c = b`, `A` symmetric at every field and invertible at `B₀`, and `V`
symmetric at `B₀`, with `A`, `V`, `b` differentiable there, the mixed derivative at `B₀` is
`-2 x'·V x - x·V' x`, where `A x = b` and `A x' = b' - A' x`. -/
theorem hasDerivAt_shielding_variational {A V : ℝ → Matrix n n ℝ} {A' V' : Matrix n n ℝ}
    {b : ℝ → n → ℝ} {b' x x' : n → ℝ} {B₀ : ℝ}
    (hA : HasEntryDeriv A A' B₀) (hV : HasEntryDeriv V V' B₀) (hb : HasDerivAt b b' B₀)
    (hAs : ∀ B, (A B)ᵀ = A B) (hVs : (V B₀)ᵀ = V B₀) (hdet : (A B₀).det ≠ 0)
    (hx : A B₀ *ᵥ x = b B₀) (hx' : A B₀ *ᵥ x' = b' - A' *ᵥ x) :
    HasDerivAt (fun B => deriv (fun m => energy A V b b B m) 0)
      (-2 * (x' ⬝ᵥ V B₀ *ᵥ x) - x ⬝ᵥ V' *ᵥ x) B₀ := by
  -- the derivative of a symmetric matrix is symmetric
  have hA's : A'ᵀ = A' := by
    ext i j
    have e : (fun s => A s j i) = fun s => A s i j :=
      funext fun s => congrFun (congrFun (hAs s) i) j
    have h1 := hA j i
    rw [e] at h1
    exact h1.unique (hA i j)
  have h := hasDerivAt_shielding (z := x) (z' := x') hA hV hb hb hdet hx
    (by rw [hAs]; exact hx) hx' (by rw [hAs, hA's]; exact hx')
  have hs : x ⬝ᵥ V B₀ *ᵥ x' = x' ⬝ᵥ V B₀ *ᵥ x := by
    rw [← transpose_dot, hVs, dotProduct_comm]
  refine h.congr_deriv ?_
  rw [hs]
  ring
```

## Errors from unconverged equations

In practice both linear systems are solved approximately. Let $p$ and $q$ be trial amplitudes and multipliers, and use the Lagrangian $c\cdot p+q\cdot(b-Ap)$ as the estimate of $c\cdot x$. Because $c\cdot(x-p)=z\cdot A(x-p)$ and $b-Ap=A(x-p)$,

$$c\cdot x-\bigl[c\cdot p+q\cdot(b-Ap)\bigr]=(z-q)\cdot A(x-p).$$

The error in this linear model's energy is a product of the two solution errors, and it vanishes if either vector is exact. The identity concerns the energy, not the shielding. It needs solutions $x$ and $z$ but not invertibility, and the proof expands both sides after substituting for $b$ and $c$.

```lean
omit [DecidableEq n] in
/-- With `A x = b` and `Aᵀ z = c`, the Lagrangian `c·p + q·(b - A p)` at trial amplitudes `p`
and multipliers `q` misses the value `c·x` by exactly `(z - q)·A (x - p)`. -/
theorem lagrangian_error {A : Matrix n n ℝ} {b c x z : n → ℝ}
    (hx : A *ᵥ x = b) (hz : Aᵀ *ᵥ z = c) (p q : n → ℝ) :
    c ⬝ᵥ x - (c ⬝ᵥ p + q ⬝ᵥ (b - A *ᵥ p)) = (z - q) ⬝ᵥ A *ᵥ (x - p) := by
  rw [← hx, ← hz, transpose_dot, transpose_dot]
  simp only [mulVec_sub, dotProduct_sub, sub_dotProduct]
  ring

end ShieldingResponse
```

```lean
#print axioms ShieldingResponse.hasDerivAt_shielding
#print axioms ShieldingResponse.hasDerivAt_shielding_variational
#print axioms ShieldingResponse.lagrangian_error
```

```
'ShieldingResponse.hasDerivAt_shielding' depends on axioms: [propext, Classical.choice, Quot.sound]
'ShieldingResponse.hasDerivAt_shielding_variational' depends on axioms: [propext, Classical.choice, Quot.sound]
'ShieldingResponse.lagrangian_error' depends on axioms: [propext, Classical.choice, Quot.sound]
```
